# A real symmetric Hamiltonian matrix in a finite orthonormal basis is diagonalised by an orthogonal matrix

In a finite orthonormal basis, a Hamiltonian with real symmetric matrix `H` has a full set of orthonormal eigenvectors with real components. The declaration says this in matrix form: there is a real square matrix `V` with `Vᵀ * V = 1` and `H * V = V * diagonal hH.eigenvalues`, so that each column of `V` is a normalised eigenvector. Nothing is assumed of the matrix `H` beyond its being finite, real and symmetric, and eigenvalues may coincide. The attempt takes the eigenvectors Mathlib supplies as the columns of `V`, then checks both equations entry by entry, the first from orthonormality and the second from the eigenvalue equation.

This version doesn't compile in Lean 4 with Mathlib:

```lean
import Mathlib

open Matrix

namespace ExistsEigenbasis

noncomputable section

variable {n k : Type*} [Fintype n] [DecidableEq n] [Fintype k] [DecidableEq k]

/-- A real symmetric Hamiltonian has an orthogonal matrix of eigenvectors. -/
theorem exists_eigenbasis {H : Matrix n n ℝ} (hH : H.IsHermitian) :
    ∃ V : Matrix n n ℝ, Vᵀ * V = 1 ∧ H * V = V * diagonal hH.eigenvalues := by
  refine ⟨fun a i => (hH.eigenvectorBasis i).ofLp a, ?_, ?_⟩
  · ext i j
    have h := orthonormal_iff_ite.mp hH.eigenvectorBasis.orthonormal i j
    rw [Matrix.mul_apply, Matrix.one_apply, ← h, PiLp.inner_apply]
    refine Finset.sum_congr rfl fun a _ => ?_
    simp [mul_comm]
  · ext a i
    have h := congrFun (hH.mulVec_eigenvectorBasis i) a
    rw [Matrix.mul_diagonal, mul_comm ((hH.eigenvectorBasis i).ofLp a)]
    exact h

end

end ExistsEigenbasis
```

Messages:

```
Main.lean:17:8: error: Tactic `rewrite` failed: Did not find an occurrence of the pattern
  (?m.95 * ?m.96) ?m.97 ?m.98
in the target expression
  ((fun a i => (hH.eigenvectorBasis i).ofLp a)ᵀ * fun a i => (hH.eigenvectorBasis i).ofLp a) i j = 1 i j

case refine_1
n : Type u_1
inst✝¹ : Fintype n
inst✝ : DecidableEq n
H : Matrix n n ℝ
hH : H.IsHermitian
i j : n
h : inner ℝ (hH.eigenvectorBasis i) (hH.eigenvectorBasis j) = if i = j then 1 else 0
⊢ ((fun a i => (hH.eigenvectorBasis i).ofLp a)ᵀ * fun a i => (hH.eigenvectorBasis i).ofLp a) i j = 1 i j

Note: The target expression is not type-correct under the `implicit` transparency level, which may have triggered the failure. This is usually caused by unfolding of semireducible definitions in prior tactic steps. Use `set_option linter.tacticCheckInstances true` to investigate the source of the issue.
Full error:
  Application type mismatch: The argument
    fun a i => (hH.eigenvectorBasis i).ofLp a
  has type
    (a : n) → n → (fun x => ℝ) a
  but is expected to have type
    Matrix n n ℝ
  in the application
    (fun a i => (hH.eigenvectorBasis i).ofLp a)ᵀ
Main.lean:22:8: error: Tactic `rewrite` failed: Did not find an occurrence of the pattern
  (?M * diagonal ?d) ?i ?j
in the target expression
  (H * fun a i => (hH.eigenvectorBasis i).ofLp a) a i =
    ((fun a i => (hH.eigenvectorBasis i).ofLp a) * diagonal hH.eigenvalues) a i

case refine_2
n : Type u_1
inst✝¹ : Fintype n
inst✝ : DecidableEq n
H : Matrix n n ℝ
hH : H.IsHermitian
a i : n
h : (H *ᵥ (hH.eigenvectorBasis i).ofLp) a = (hH.eigenvalues i • (hH.eigenvectorBasis i).ofLp) a
⊢ (H * fun a i => (hH.eigenvectorBasis i).ofLp a) a i =
    ((fun a i => (hH.eigenvectorBasis i).ofLp a) * diagonal hH.eigenvalues) a i

Note: The target expression is not type-correct under the `implicit` transparency level, which may have triggered the failure. This is usually caused by unfolding of semireducible definitions in prior tactic steps. Use `set_option linter.tacticCheckInstances true` to investigate the source of the issue.
Full error:
  Application type mismatch: The argument
    fun a i => (hH.eigenvectorBasis i).ofLp a
  has type
    (a : n) → n → (fun x => ℝ) a
  but is expected to have type
    Matrix n n ℝ
  in the application
    H * fun a i => (hH.eigenvectorBasis i).ofLp a
```

Fix (accepted with no message):

```diff
@@ -12,13 +12,18 @@
 theorem exists_eigenbasis {H : Matrix n n ℝ} (hH : H.IsHermitian) :
     ∃ V : Matrix n n ℝ, Vᵀ * V = 1 ∧ H * V = V * diagonal hH.eigenvalues := by
-  refine ⟨fun a i => (hH.eigenvectorBasis i).ofLp a, ?_, ?_⟩
+  obtain ⟨V, hV⟩ : ∃ V : Matrix n n ℝ, ∀ a i, V a i = (hH.eigenvectorBasis i).ofLp a :=
+    ⟨Matrix.of fun a i => (hH.eigenvectorBasis i).ofLp a, fun _ _ => rfl⟩
+  refine ⟨V, ?_, ?_⟩
   · ext i j
     have h := orthonormal_iff_ite.mp hH.eigenvectorBasis.orthonormal i j
     rw [Matrix.mul_apply, Matrix.one_apply, ← h, PiLp.inner_apply]
     refine Finset.sum_congr rfl fun a _ => ?_
+    rw [Matrix.transpose_apply, hV, hV]
     simp [mul_comm]
   · ext a i
     have h := congrFun (hH.mulVec_eigenvectorBasis i) a
-    rw [Matrix.mul_diagonal, mul_comm ((hH.eigenvectorBasis i).ofLp a)]
+    rw [Matrix.mul_diagonal, Matrix.mul_apply]
+    simp only [hV]
+    rw [mul_comm ((hH.eigenvectorBasis i).ofLp a)]
     exact h
 
```

Cause. Both errors say that `rewrite` found no entry of a matrix product to rewrite, though each goal plainly shows one. The note gives the reason: `V` was supplied as a bare function `fun a i => …`, where a `Matrix n n ℝ` is expected. The two types agree only once the definition of `Matrix` is unfolded, which Lean does not do at the `implicit` transparency level, so `Matrix.mul_apply` and `Matrix.mul_diagonal` fail to match.

The repair builds the matrix with `Matrix.of` and, through `obtain`, keeps only a variable `V` of matrix type and the formula `hV` for its entries. The products are now well typed and both rewrites match.

Since `V` no longer unfolds to the eigenvectors, the other changes put them back by hand. In the first part, `Matrix.transpose_apply` and `hV` turn the factors into eigenvector components. In the second, `Matrix.mul_apply` expands `H * V` into a sum so that `hV` can reach its entries, and `mul_comm` has to come after that, because the component it names appears only then.
